# The exact Rayleigh quotient after a Davidson step along one basis vector

Let $A$ be a real square matrix in a finite orthonormal basis $e_i$. Write $\langle u,v\rangle=\sum_j u_jv_j$, $\|v\|^2=\langle v,v\rangle$ and $E(v)=\langle v,Av\rangle$. The current approximate eigenvector is a unit vector $c$, with energy $\theta=E(c)$.

## Vectors, energies and the residual

```lean
import Mathlib

open Matrix

namespace DavidsonCoordinateStep

noncomputable section

variable {n : Type*} [Fintype n]
```

The index set `n` is any finite type, with one element per basis state. A vector is a function `n → ℝ`, which assigns a real coefficient to each basis state.

```lean
/-- The quadratic form `⟨v, A v⟩`, which is the energy expectation value when `v` is a unit
vector. -/
def energy (A : Matrix n n ℝ) (v : n → ℝ) : ℝ := v ⬝ᵥ A *ᵥ v
```

This is $E(v)$. The symbol `*ᵥ` multiplies a matrix by a vector, and `⬝ᵥ` is the dot product. For the unit vector $c$, `energy A c` is $\theta$, and the file writes it out wherever $\theta$ is meant.

```lean
/-- The Rayleigh quotient `⟨v, A v⟩ / ⟨v, v⟩` of a nonzero vector `v`. -/
def rayleigh (A : Matrix n n ℝ) (v : n → ℝ) : ℝ := energy A v / (v ⬝ᵥ v)
```

The Rayleigh quotient is $R(v)=E(v)/\|v\|^2$, the energy expectation value of the normalised vector $v/\|v\|$. Trial vectors are not normalised below, so this division matters.

```lean
/-- The residual `r = A c - θ c` with `θ = ⟨c, A c⟩`, for a unit vector `c`. -/
def residual (A : Matrix n n ℝ) (c : n → ℝ) : n → ℝ := A *ᵥ c - energy A c • c
```

The residual is $r=Ac-\theta c$, where `•` multiplies a vector by a number. It vanishes exactly when $c$ is an eigenvector with eigenvalue $\theta$.

```lean
/-- The Davidson coefficient `r_i / (θ - A_ii)`; Lean's division makes it `0` if `A_ii = θ`. -/
def davidsonCoeff (A : Matrix n n ℝ) (c : n → ℝ) (i : n) : ℝ :=
  residual A c i / (energy A c - A i i)
```

The Davidson coefficient is $d=r_i/(\theta-A_{ii})$. Lean sets division by zero to zero, so the theorems about $d$ assume a nonzero denominator.

```lean
/-- A nonzero real vector has positive squared norm. -/
theorem normSq_pos {v : n → ℝ} (hv : v ≠ 0) : 0 < v ⬝ᵥ v :=
  lt_of_le_of_ne (Finset.sum_nonneg fun j _ => mul_self_nonneg (v j))
    (fun h => hv (dotProduct_self_eq_zero.mp h.symm))
```

Each theorem in this file lists its hypotheses first, then a colon and its conclusion; the proof follows `:=`. Here the hypothesis is $v\neq0$ and the conclusion is $\|v\|^2>0$. A sum of squares is nonnegative, and it is zero only for the zero vector.

## Changing one coefficient

```lean
variable [DecidableEq n]

/-- The trial vector `c + s e_i`: the coefficient of basis state `i` is changed by `s`. -/
def trial (c : n → ℝ) (i : n) (s : ℝ) : n → ℝ := c + s • (Pi.single i 1 : n → ℝ)
```

The expression `Pi.single i 1` is the basis vector $e_i$, so `trial c i s` is $c+s\,e_i$. Only the coefficient of state $i$ changes.

```lean
/-- For symmetric `A` and a unit vector `c`, the quadratic form of `A - θ` at the trial vector `c +
s e_i` is `2 s r_i + s² (A_ii - θ)`. -/
theorem shifted_energy_trial {A : Matrix n n ℝ} (hA : A.IsSymm) {c : n → ℝ}
    (hc : c ⬝ᵥ c = 1) (i : n) (s : ℝ) :
    energy A (trial c i s) - energy A c * (trial c i s ⬝ᵥ trial c i s)
      = 2 * s * residual A c i + s ^ 2 * (A i i - energy A c) := by
  -- symmetry makes the two cross terms equal
  have h1 : c ⬝ᵥ A *ᵥ (Pi.single i 1 : n → ℝ) = (A *ᵥ c) i := by
    rw [Matrix.dotProduct_mulVec, ← Matrix.mulVec_transpose, hA.eq]
    simp
  have h2 : (Pi.single i 1 : n → ℝ) ⬝ᵥ A *ᵥ c = (A *ᵥ c) i := by simp
  have h3 : (Pi.single i 1 : n → ℝ) ⬝ᵥ A *ᵥ (Pi.single i 1 : n → ℝ) = A i i := by simp
  have hE : energy A (trial c i s)
      = energy A c + 2 * s * (A *ᵥ c) i + s ^ 2 * A i i := by
    unfold energy trial
    rw [Matrix.mulVec_add, Matrix.mulVec_smul]
    simp only [add_dotProduct, dotProduct_add, smul_dotProduct, dotProduct_smul,
      smul_eq_mul, h1, h2, h3]
    ring
  have k1 : c ⬝ᵥ (Pi.single i 1 : n → ℝ) = c i := by simp
  have k2 : (Pi.single i 1 : n → ℝ) ⬝ᵥ c = c i := by simp
  have k3 : (Pi.single i 1 : n → ℝ) ⬝ᵥ (Pi.single i 1 : n → ℝ) = 1 := by simp
  have hN : trial c i s ⬝ᵥ trial c i s = 1 + 2 * s * c i + s ^ 2 := by
    unfold trial
    simp only [add_dotProduct, dotProduct_add, smul_dotProduct, dotProduct_smul,
      smul_eq_mul, k1, k2, k3, hc]
    ring
  have hr : residual A c i = (A *ᵥ c) i - energy A c * c i := rfl
  rw [hE, hN, hr]
  ring
```

The hypotheses are $A^T=A$ (`hA`) and $\|c\|^2=1$ (`hc`). The conclusion holds for every real $s$:

$$E(c+s e_i)-\theta\,\|c+s e_i\|^2=2s\,r_i+s^2(A_{ii}-\theta).$$

By hand, expand the quadratic form first. Symmetry makes the two cross terms equal, since $\langle c,Ae_i\rangle=\langle e_i,Ac\rangle=(Ac)_i$, and therefore

$$E(c+s e_i)=\theta+2s(Ac)_i+s^2A_{ii}.$$

The squared norm is

$$\|c+s e_i\|^2=1+2s\,c_i+s^2.$$

Multiply the second line by $\theta$ and subtract it from the first. The constant $\theta$ cancels, and the linear terms combine into $2s[(Ac)_i-\theta c_i]=2s\,r_i$.

In the proof, `h1` is the cross term that needs symmetry, `hE` is the expanded energy and `hN` the expanded norm. The tactic `rw` substitutes these equations, and `ring` checks the remaining algebra.

```lean
/-- If `c` is a unit vector and `A_ii ≠ θ`, no trial vector `c + s e_i` vanishes. -/
theorem trial_ne_zero {A : Matrix n n ℝ} {c : n → ℝ} (hc : c ⬝ᵥ c = 1) {i : n}
    (hi : A i i ≠ energy A c) (s : ℝ) : trial c i s ≠ 0 := by
  intro h
  have hc' : c = (-s) • (Pi.single i 1 : n → ℝ) := by
    rw [neg_smul]
    exact eq_neg_of_add_eq_zero_left h
  have k : (Pi.single i 1 : n → ℝ) ⬝ᵥ (Pi.single i 1 : n → ℝ) = 1 := by simp
  have k' : (Pi.single i 1 : n → ℝ) ⬝ᵥ A *ᵥ (Pi.single i 1 : n → ℝ) = A i i := by simp
  have h1 : ((-s) • (Pi.single i 1 : n → ℝ)) ⬝ᵥ ((-s) • (Pi.single i 1 : n → ℝ)) = s ^ 2 := by
    simp only [smul_dotProduct, dotProduct_smul, smul_eq_mul, k]
    ring
  have h2 : energy A ((-s) • (Pi.single i 1 : n → ℝ)) = s ^ 2 * A i i := by
    unfold energy
    rw [Matrix.mulVec_smul]
    simp only [smul_dotProduct, dotProduct_smul, smul_eq_mul, k']
    ring
  -- `c` would be a basis vector up to sign, with energy `A_ii`
  rw [← hc'] at h1 h2
  apply hi
  rw [h2, ← h1, hc, one_mul]
```

If $A_{ii}\neq\theta$, the trial vector is nonzero for every $s$. Suppose that $c+s e_i=0$. Then $c=-s e_i$, so $1=\|c\|^2=s^2$ and $\theta=E(c)=s^2A_{ii}=A_{ii}$, which contradicts the hypothesis. Symmetry plays no part.

The Lean proof follows the same route: `intro h` assumes that the vector vanishes, `h1` and `h2` compute the norm and the energy of $-s e_i$, and `apply hi` leaves the equation $A_{ii}=\theta$ to be proved.

A one-state basis cannot meet this hypothesis, because there $c=\pm e_i$ and $\theta=A_{ii}$. The results below therefore concern at least two basis states.

## The energy after the step

```lean
omit [DecidableEq n] in
/-- If `A_ii ≠ θ`, the Davidson coefficient `d` satisfies `d (θ - A_ii) = r_i`. -/
theorem davidsonCoeff_mul {A : Matrix n n ℝ} {c : n → ℝ} {i : n}
    (hi : A i i ≠ energy A c) :
    davidsonCoeff A c i * (energy A c - A i i) = residual A c i :=
  div_mul_cancel₀ _ (sub_ne_zero.mpr hi.symm)
```

This clears the denominator in the definition of $d$: $d(\theta-A_{ii})=r_i$.

```lean
/-- For symmetric `A`, a unit vector `c` and `A_ii ≠ θ`, the Davidson step along one basis state
gives a nonzero vector `v = c + d e_i` with Rayleigh quotient `θ - r_i² / ((A_ii - θ) ‖v‖²)`. -/
theorem rayleigh_davidson {A : Matrix n n ℝ} (hA : A.IsSymm) {c : n → ℝ}
    (hc : c ⬝ᵥ c = 1) {i : n} (hi : A i i ≠ energy A c) :
    trial c i (davidsonCoeff A c i) ≠ 0 ∧
    rayleigh A (trial c i (davidsonCoeff A c i)) = energy A c - residual A c i ^ 2 /
      ((A i i - energy A c) *
        (trial c i (davidsonCoeff A c i) ⬝ᵥ trial c i (davidsonCoeff A c i))) := by
  have hv := trial_ne_zero hc hi (davidsonCoeff A c i)
  refine ⟨hv, ?_⟩
  have hN := (normSq_pos hv).ne'
  have hg : A i i - energy A c ≠ 0 := sub_ne_zero.mpr hi
  have hd := davidsonCoeff_mul hi
  have hs := shifted_energy_trial hA hc i (davidsonCoeff A c i)
  -- `r_i² / (A_ii - θ)` equals `d² (A_ii - θ)`
  have h1 : residual A c i ^ 2 / (A i i - energy A c)
      = davidsonCoeff A c i ^ 2 * (A i i - energy A c) := by
    rw [div_eq_iff hg]
    linear_combination
      (-(davidsonCoeff A c i * (energy A c - A i i) + residual A c i)) * hd
  rw [rayleigh, div_eq_iff hN, sub_mul, ← div_div, div_mul_cancel₀ _ hN]
  linear_combination hs + h1 - 2 * davidsonCoeff A c i * hd
```

For symmetric $A$, unit $c$ and $A_{ii}\neq\theta$, the vector $v=c+d e_i$ is nonzero and

$$R(v)=\theta-\frac{r_i^2}{(A_{ii}-\theta)\,\|v\|^2}.$$

To derive it, put $g=A_{ii}-\theta$, so that $r_i=-d g$. Inserting $s=d$ into the expansion above gives

$$E(v)-\theta\|v\|^2=2d\,r_i+d^2g=-2d^2g+d^2g=-d^2g=-\frac{r_i^2}{g}.$$

Since $v\neq0$, dividing by $\|v\|^2$ gives the formula.

The symbol `∧` means "and": the first half of the conclusion is `trial_ne_zero`, and `refine ⟨hv, ?_⟩` leaves the second half to prove. There `hs` is the expansion at $s=d$, `hd` is $d(\theta-A_{ii})=r_i$, and `h1` is $r_i^2/g=d^2g$. After the denominator $\|v\|^2$ has been cleared, `linear_combination` verifies that the goal follows by adding multiples of these equations.

The formula holds for either sign of $g$. The physically usual case is $A_{ii}>\theta$: state $i$ has a higher diagonal energy than the current approximation to the ground state.

In configuration interaction, if determinant $i$ is absent from $c$, then $r_i=(Ac)_i$ is its coupling to $c$, and $-r_i^2/(A_{ii}-\theta)$ is its Epstein–Nesbet second-order energy; for this one-coefficient step in a finite real basis, the exact energy change is that quantity divided by $\|v\|^2$. A full Davidson iteration corrects many components together and then diagonalises in a subspace, and neither operation is modelled here. Nor are complex Hermitian matrices, non-orthogonal bases or convergence.

## When state $i$ lies above the current energy

```lean
/-- For symmetric `A`, a unit vector `c` and `A_ii > θ`, the Davidson coefficient is the strict
minimiser over `s` of the quadratic form of `A - θ` at `c + s e_i`. -/
theorem davidsonCoeff_optimal {A : Matrix n n ℝ} (hA : A.IsSymm) {c : n → ℝ}
    (hc : c ⬝ᵥ c = 1) {i : n} (hi : energy A c < A i i) {s : ℝ}
    (hs : s ≠ davidsonCoeff A c i) :
    energy A (trial c i (davidsonCoeff A c i)) - energy A c *
        (trial c i (davidsonCoeff A c i) ⬝ᵥ trial c i (davidsonCoeff A c i))
      < energy A (trial c i s) - energy A c * (trial c i s ⬝ᵥ trial c i s) := by
  have hd := davidsonCoeff_mul hi.ne'
  rw [shifted_energy_trial hA hc, shifted_energy_trial hA hc]
  -- completing the square
  have hpos : 0 < (A i i - energy A c) * (s - davidsonCoeff A c i) ^ 2 :=
    mul_pos (sub_pos.mpr hi) (pow_pos_of_ne hs)
  linear_combination hpos + 2 * (s - davidsonCoeff A c i) * hd
where
  pow_pos_of_ne {a b : ℝ} (h : a ≠ b) : 0 < (a - b) ^ 2 := by
    have h' : a - b ≠ 0 := sub_ne_zero.mpr h
    positivity
```

Now assume $A_{ii}>\theta$, so $g>0$. For every $s\neq d$, the shifted form $E(c+s e_i)-\theta\|c+s e_i\|^2$ is strictly larger than its value at $s=d$. Using $r_i=-d g$, complete the square:

$$2s\,r_i+s^2g=g(s-d)^2-g\,d^2.$$

The first term on the right is positive unless $s=d$. This is `hpos` in the proof, and the small lemma after `where` supplies the positivity of the square. What $d$ minimises is the shifted form; the minimum of the Rayleigh quotient can lie at another $s$, as the example below shows.

```lean
/-- For symmetric `A`, a unit vector `c` and `A_ii > θ`, the Davidson step lowers the Rayleigh
quotient strictly exactly when the residual component `r_i` is nonzero. -/
theorem rayleigh_davidson_lt_iff {A : Matrix n n ℝ} (hA : A.IsSymm) {c : n → ℝ}
    (hc : c ⬝ᵥ c = 1) {i : n} (hi : energy A c < A i i) :
    rayleigh A (trial c i (davidsonCoeff A c i)) < energy A c ↔ residual A c i ≠ 0 := by
  obtain ⟨hv, hR⟩ := rayleigh_davidson hA hc hi.ne'
  have hgN := mul_pos (sub_pos.mpr hi) (normSq_pos hv)
  rw [hR, sub_lt_self_iff]
  constructor
  · intro h h0
    rw [h0] at h
    simp at h
  · intro h
    have h2 : 0 < residual A c i ^ 2 := by positivity
    exact div_pos h2 hgN
```

The symbol `↔` means "if and only if": the step lowers the Rayleigh quotient strictly exactly when $r_i\neq0$. The amount subtracted from $\theta$ is $r_i^2/(g\|v\|^2)$, whose denominator is positive, so it is positive precisely when $r_i\neq0$. If $r_i=0$, then $d=0$ and $v=c$. The two bullets in the proof treat the two directions.

```lean
/-- Let `A` be symmetric and `c` a unit vector. If `μ` bounds the Rayleigh quotients of all nonzero
vectors from below and `A_ii > θ`, then `r_i² ≤ (θ - μ) (A_ii - θ) ‖v‖²` for the Davidson vector `v
= c + d e_i`. -/
theorem residual_sq_le {A : Matrix n n ℝ} (hA : A.IsSymm) {c : n → ℝ}
    (hc : c ⬝ᵥ c = 1) {i : n} (hi : energy A c < A i i) {μ : ℝ}
    (hμ : ∀ w : n → ℝ, w ≠ 0 → μ ≤ rayleigh A w) :
    residual A c i ^ 2 ≤ (energy A c - μ) * ((A i i - energy A c) *
      (trial c i (davidsonCoeff A c i) ⬝ᵥ trial c i (davidsonCoeff A c i))) := by
  obtain ⟨hv, hR⟩ := rayleigh_davidson hA hc hi.ne'
  have hgN := mul_pos (sub_pos.mpr hi) (normSq_pos hv)
  have h := hμ _ hv
  rw [hR] at h
  rw [← div_le_iff₀ hgN]
  linarith

end

end DavidsonCoordinateStep
```

The hypothesis `hμ` says that the number $\mu$ lies at or below the Rayleigh quotient of every nonzero vector. The lowest eigenvalue of $A$ is the natural choice, and $\theta-\mu$ is then the energy error of $c$. Applying the bound to $v$ gives

$$\mu\le\theta-\frac{r_i^2}{g\,\|v\|^2},\qquad\text{hence}\qquad r_i^2\le(\theta-\mu)\,g\,\|v\|^2.$$

The last step multiplies by the positive number $g\|v\|^2$, which is `hgN` in the proof. Since $\|v\|^2=1+2d\,c_i+d^2$ depends on $d$, the residual component also enters the right-hand side.

## A two-state example

Take

$$A=\begin{pmatrix}0&2\\2&3\end{pmatrix},\qquad c=\begin{pmatrix}1\\0\end{pmatrix},$$

and let $i$ be the second state. Then $\theta=0$, $r_i=2$ and $A_{ii}-\theta=3$, so $d=-2/3$. The trial vector is $v=(1,-2/3)$ with $\|v\|^2=13/9$, and the formula gives

$$R(v)=0-\frac{4}{3\cdot 13/9}=-\frac{12}{13}\approx-0.923.$$

Directly, $Av=(-4/3,\,0)$, so $E(v)=-4/3$, and dividing by $13/9$ gives the same value.

The eigenvalues of $A$ are $-1$ and $4$. With $\mu=-1$ the last inequality reads $4\le 13/3$. The choice $s=-1/2$ gives the exact ground-state direction $(1,-1/2)$, with Rayleigh quotient $-1$. Its shifted form is $-5/4$, which is above the value $-4/3$ reached at $s=d$.

```lean
#print axioms DavidsonCoordinateStep.rayleigh_davidson
#print axioms DavidsonCoordinateStep.davidsonCoeff_optimal
#print axioms DavidsonCoordinateStep.rayleigh_davidson_lt_iff
#print axioms DavidsonCoordinateStep.residual_sq_le
```

```
'DavidsonCoordinateStep.rayleigh_davidson' depends on axioms: [propext, Classical.choice, Quot.sound]
'DavidsonCoordinateStep.davidsonCoeff_optimal' depends on axioms: [propext, Classical.choice, Quot.sound]
'DavidsonCoordinateStep.rayleigh_davidson_lt_iff' depends on axioms: [propext, Classical.choice, Quot.sound]
'DavidsonCoordinateStep.residual_sq_le' depends on axioms: [propext, Classical.choice, Quot.sound]
```
